# A two-site dimer whose orbital-dependent and site-potential Hamiltonians share a density but not a gap

A real orbital on two sites has amplitudes c₀ and c₁ and site densities c₀² and c₁²; the sites are coupled by a hopping −t with t > 0, and a constant λ (`lam` in the code) sets the strength of an energy term λ(c₀ − c₁)²/2. The gap of a Hamiltonian is the distance between its two levels. For λ > −2t and λ ≠ 0, the Hamiltonian with the orbital-dependent λ term has gap 2t + λ, while hopping plus a site potential that gives the same ground-state densities has gap 2t.

In Lean 4 with Mathlib:

```lean
import Mathlib

open Matrix

namespace DeorbitalizedDimerGap

noncomputable section

/-- Energy of a real orbital on the dimer: hopping plus the orbital-dependent term
`lam (c₀ - c₁)² / 2`. -/
def orbitalEnergy (t lam : ℝ) (c : Fin 2 → ℝ) : ℝ :=
  -2 * t * c 0 * c 1 + lam * (c 0 - c 1) ^ 2 / 2

/-- The orbital-dependent Hamiltonian of the dimer. -/
def orbitalH (t lam : ℝ) : Matrix (Fin 2) (Fin 2) ℝ :=
  !![lam / 2, -(t + lam / 2); -(t + lam / 2), lam / 2]

/-- Hopping `-t` between the sites together with a site potential `v`. -/
def siteH (t : ℝ) (v : Fin 2 → ℝ) : Matrix (Fin 2) (Fin 2) ℝ :=
  !![v 0, -t; -t, v 1]

/-- The deorbitalized term: the amplitudes are replaced by square roots of the
site densities, which are taken nonnegative. -/
def deorbitalizedEnergy (lam : ℝ) (n : Fin 2 → ℝ) : ℝ :=
  lam * (√(n 0) - √(n 1)) ^ 2 / 2

/-- A normalized eigenvector `c` whose energy `E` is the lowest of the Hamiltonian. -/
def IsGroundState (H : Matrix (Fin 2) (Fin 2) ℝ) (E : ℝ) (c : Fin 2 → ℝ) : Prop :=
  c ⬝ᵥ c = 1 ∧ H *ᵥ c = E • c ∧ ∀ d : Fin 2 → ℝ, E * (d ⬝ᵥ d) ≤ d ⬝ᵥ (H *ᵥ d)

/-- The number `g` is the distance between the two levels of `H`, the roots of its
characteristic determinant counted with multiplicity. -/
def IsGap (H : Matrix (Fin 2) (Fin 2) ℝ) (g : ℝ) : Prop :=
  ∃ e₀ e₁ : ℝ, e₀ ≤ e₁ ∧
    (∀ x : ℝ, (x • (1 : Matrix (Fin 2) (Fin 2) ℝ) - H).det = (x - e₀) * (x - e₁)) ∧
    g = e₁ - e₀

/-- The first variation of the orbital energy along `d` is twice the matrix element
of the orbital-dependent Hamiltonian between `d` and `c`. -/
theorem orbitalEnergy_variation (t lam : ℝ) (c d : Fin 2 → ℝ) :
    HasDerivAt (fun s : ℝ => orbitalEnergy t lam (c + s • d))
      (2 * (d ⬝ᵥ (orbitalH t lam *ᵥ c))) 0 := by
  -- the energy is quadratic in the displacement
  have e : (fun s : ℝ => orbitalEnergy t lam (c + s • d)) = fun s : ℝ =>
      orbitalEnergy t lam c + (s * (2 * (d ⬝ᵥ (orbitalH t lam *ᵥ c)))
        + s ^ 2 * orbitalEnergy t lam d) := by
    funext s
    simp [orbitalEnergy, orbitalH, Matrix.mulVec, dotProduct, Fin.sum_univ_two]
    ring
  rw [e]
  have h := (((hasDerivAt_id' (0 : ℝ)).mul_const
    (2 * (d ⬝ᵥ (orbitalH t lam *ᵥ c)))).fun_add
    (((hasDerivAt_id' (0 : ℝ)).fun_pow 2).mul_const
      (orbitalEnergy t lam d))).const_add (orbitalEnergy t lam c)
  exact h.congr_deriv (by simp)

/-- For nonnegative orbital amplitudes the deorbitalized term, evaluated at the site
densities, equals the orbital-dependent term. -/
theorem deorbitalizedEnergy_eq (lam : ℝ) (c : Fin 2 → ℝ) (hc : ∀ i, 0 ≤ c i) :
    deorbitalizedEnergy lam (fun i => c i ^ 2) = lam * (c 0 - c 1) ^ 2 / 2 := by
  simp only [deorbitalizedEnergy, Real.sqrt_sq (hc 0), Real.sqrt_sq (hc 1)]

/-- At a positive uniform density the first variation of the deorbitalized term
vanishes for every density change. -/
theorem deorbitalized_variation_zero (lam n : ℝ) (hn : 0 < n) (η : Fin 2 → ℝ) :
    HasDerivAt (fun s : ℝ => deorbitalizedEnergy lam (fun i => n + s * η i)) 0 0 := by
  have h (i : Fin 2) : HasDerivAt (fun s : ℝ => √(n + s * η i))
      (η i / (2 * √(n + 0 * η i))) 0 := by
    have l : HasDerivAt (fun s : ℝ => n + s * η i) (η i) 0 :=
      (((hasDerivAt_id' (0 : ℝ)).mul_const (η i)).const_add n).congr_deriv (one_mul _)
    exact l.sqrt (by simpa using hn.ne')
  have k := ((((h 0).fun_sub (h 1)).fun_pow 2).const_mul lam).div_const 2
  exact k.congr_deriv (by simp)

/-- A two-site Hamiltonian has at most one gap. -/
theorem gap_unique {H : Matrix (Fin 2) (Fin 2) ℝ} {g g' : ℝ}
    (hg : IsGap H g) (hg' : IsGap H g') : g = g' := by
  obtain ⟨e₀, e₁, he, h, rfl⟩ := hg
  obtain ⟨f₀, f₁, hf, k, rfl⟩ := hg'
  -- compare the characteristic determinants at 0 and at 1
  have p := (h 0).symm.trans (k 0)
  have q := (h 1).symm.trans (k 1)
  have s : e₀ + e₁ = f₀ + f₁ := by linear_combination p - q
  have r : (e₁ - e₀) ^ 2 = (f₁ - f₀) ^ 2 := by
    linear_combination (e₀ + e₁ + f₀ + f₁) * s - 4 * p
  exact (sq_eq_sq₀ (sub_nonneg.mpr he) (sub_nonneg.mpr hf)).mp r

/-- With equal on-site energies `a` and hopping `-b`, `b ≥ 0`, the gap is `2b`. -/
theorem gap_equal_sites (a : ℝ) {b : ℝ} (hb : 0 ≤ b) (g : ℝ) :
    IsGap !![a, -b; -b, a] g ↔ g = 2 * b := by
  have h : IsGap !![a, -b; -b, a] (2 * b) := by
    refine ⟨a - b, a + b, by linarith, fun x => ?_, by ring⟩
    rw [Matrix.det_fin_two]
    simp
    ring
  exact ⟨fun k => gap_unique k h, fun k => k ▸ h⟩

/-- For `t > 0`, a ground state of hopping plus site potential has equal site densities
exactly when the potential is constant. -/
theorem equal_density_iff {t E : ℝ} {v c : Fin 2 → ℝ} (ht : 0 < t)
    (h : IsGroundState (siteH t v) E c) : c 0 ^ 2 = c 1 ^ 2 ↔ v 0 = v 1 := by
  obtain ⟨hn, he, -⟩ := h
  have n : c 0 * c 0 + c 1 * c 1 = 1 := by
    simpa only [dotProduct, Fin.sum_univ_two] using hn
  have h0 : v 0 * c 0 + -t * c 1 = E * c 0 := by
    simpa [siteH, Matrix.mulVec, dotProduct, Fin.sum_univ_two] using congrFun he 0
  have h1 : -t * c 0 + v 1 * c 1 = E * c 1 := by
    simpa [siteH, Matrix.mulVec, dotProduct, Fin.sum_univ_two] using congrFun he 1
  -- eliminate the energy from the two secular equations
  have e : (v 0 - v 1) * (c 0 * c 1) = t * (c 1 ^ 2 - c 0 ^ 2) := by
    linear_combination c 1 * h0 - c 0 * h1
  constructor
  · intro hc
    have z : (v 0 - v 1) * (c 0 * c 1) = 0 := by linear_combination e - t * hc
    have c0 : c 0 ≠ 0 := by
      intro w
      rw [w] at hc n
      nlinarith
    have c1 : c 1 ≠ 0 := by
      intro w
      rw [w] at hc n
      nlinarith
    exact sub_eq_zero.mp ((mul_eq_zero.mp z).resolve_right (mul_ne_zero c0 c1))
  · intro hv
    exact mul_left_cancel₀ ht.ne' (by linear_combination e - (c 0 * c 1) * hv)

/-- For `t > 0` and a constant site potential, the ground state has equal amplitudes
on the two sites. -/
theorem ground_uniform {t E : ℝ} {v c : Fin 2 → ℝ} (ht : 0 < t)
    (h : IsGroundState (siteH t v) E c) (hv : v 0 = v 1) : c 0 = c 1 := by
  have hs := (equal_density_iff ht h).mpr hv
  obtain ⟨hn, he, hm⟩ := h
  have n : c 0 * c 0 + c 1 * c 1 = 1 := by
    simpa only [dotProduct, Fin.sum_univ_two] using hn
  have h0 : v 0 * c 0 + -t * c 1 = E * c 0 := by
    simpa [siteH, Matrix.mulVec, dotProduct, Fin.sum_univ_two] using congrFun he 0
  have m : E * (1 * 1 + 1 * 1) ≤ 1 * (v 0 * 1 + -t * 1) + 1 * (-t * 1 + v 1 * 1) := by
    simpa [siteH, Matrix.mulVec, dotProduct, Fin.sum_univ_two] using hm ![1, 1]
  have p : (c 0 - c 1) * (c 0 + c 1) = 0 := by linear_combination hs
  rcases mul_eq_zero.mp p with q | q
  · exact sub_eq_zero.mp q
  · -- the antisymmetric orbital lies above the trial vector (1, 1)
    exfalso
    have c0 : c 0 ≠ 0 := by
      intro w
      have w' : c 1 = 0 := by linarith
      rw [w, w'] at n
      norm_num at n
    have z : (v 0 + t - E) * c 0 = 0 := by linear_combination h0 + t * q
    have y := (mul_eq_zero.mp z).resolve_right c0
    linarith

/-- Let `t > 0` and `lam > -2t`. If ground states of the orbital-dependent Hamiltonian and
of hopping plus a site potential have the same densities, the potential is constant, the
orbitals agree up to sign, and the gaps are `2t + lam` and `2t`. -/
theorem same_density_gaps {t lam E F : ℝ} {v c d : Fin 2 → ℝ}
    (ht : 0 < t) (hl : -2 * t < lam)
    (hc : IsGroundState (orbitalH t lam) E c) (hd : IsGroundState (siteH t v) F d)
    (hn : ∀ i, c i ^ 2 = d i ^ 2) :
    v 0 = v 1 ∧ (d = c ∨ d = -c) ∧
      (∀ g, IsGap (orbitalH t lam) g ↔ g = 2 * t + lam) ∧
      (∀ g, IsGap (siteH t v) g ↔ g = 2 * t) := by
  -- the orbital-dependent Hamiltonian is a dimer with hopping t + lam / 2
  have c01 : c 0 = c 1 :=
    ground_uniform (t := t + lam / 2) (v := fun _ => lam / 2) (by linarith) hc rfl
  have hv : v 0 = v 1 :=
    (equal_density_iff ht hd).mp (by rw [← hn 0, ← hn 1, c01])
  have d01 := ground_uniform ht hd hv
  refine ⟨hv, ?_, fun g => ?_, fun g => ?_⟩
  · have p : (d 0 - c 0) * (d 0 + c 0) = 0 := by linear_combination -(hn 0)
    rcases mul_eq_zero.mp p with q | q
    · left
      exact funext (Fin.forall_fin_two.mpr ⟨by linarith, by linarith⟩)
    · right
      have q0 : d 0 = -c 0 := by linarith
      have q1 : d 1 = -c 1 := by linarith
      exact funext (Fin.forall_fin_two.mpr ⟨q0, q1⟩)
  · rw [show 2 * t + lam = 2 * (t + lam / 2) by ring]
    exact gap_equal_sites (lam / 2) (by linarith) g
  · unfold siteH
    rw [← hv]
    exact gap_equal_sites (v 0) ht.le g

/-- For `t > 0`, `lam > -2t` and `lam ≠ 0`, ground states with identical densities belong to
orbital-dependent and site-potential Hamiltonians with different gaps. -/
theorem same_density_gaps_ne {t lam E F g g' : ℝ} {v c d : Fin 2 → ℝ}
    (ht : 0 < t) (hl : -2 * t < lam) (h0 : lam ≠ 0)
    (hc : IsGroundState (orbitalH t lam) E c) (hd : IsGroundState (siteH t v) F d)
    (hn : ∀ i, c i ^ 2 = d i ^ 2)
    (hg : IsGap (orbitalH t lam) g) (hg' : IsGap (siteH t v) g') : g ≠ g' := by
  obtain ⟨-, -, a, b⟩ := same_density_gaps ht hl hc hd hn
  have p := (a g).mp hg
  have q := (b g').mp hg'
  intro r
  exact h0 (by linarith)

/-- For `t > 0` and `lam > -2t`, the uniform orbital is a ground state both of the
orbital-dependent Hamiltonian and of hopping plus any constant potential `w`. -/
theorem same_density_witness {t lam : ℝ} (ht : 0 < t) (hl : -2 * t < lam) (w : ℝ) :
    IsGroundState (orbitalH t lam) (-t) (fun _ => √2 / 2) ∧
      IsGroundState (siteH t (fun _ => w)) (w - t) (fun _ => √2 / 2) := by
  have key (a b : ℝ) (hb : 0 ≤ b) :
      IsGroundState (siteH b (fun _ => a)) (a - b) (fun _ => √2 / 2) := by
    refine ⟨?_, ?_, fun d => ?_⟩
    · have s : √2 * √2 = (2 : ℝ) := Real.mul_self_sqrt (by norm_num)
      simp only [dotProduct, Fin.sum_univ_two]
      linear_combination s / 2
    · funext i
      fin_cases i <;>
        simp [siteH, Matrix.mulVec, dotProduct, Fin.sum_univ_two] <;> ring
    · -- the excess energy is a nonnegative square
      have e : d ⬝ᵥ (siteH b (fun _ => a) *ᵥ d)
          = (a - b) * (d ⬝ᵥ d) + b * (d 0 - d 1) ^ 2 := by
        simp [siteH, Matrix.mulVec, dotProduct, Fin.sum_univ_two]
        ring
      rw [e]
      linarith [mul_nonneg hb (sq_nonneg (d 0 - d 1))]
  have h := key (lam / 2) (t + lam / 2) (by linarith)
  rw [show lam / 2 - (t + lam / 2) = -t by ring] at h
  exact ⟨h, key w t ht.le⟩

end

end DeorbitalizedDimerGap
```

```lean
#print axioms DeorbitalizedDimerGap.orbitalEnergy_variation
-- 'DeorbitalizedDimerGap.orbitalEnergy_variation' depends on axioms: [propext, Classical.choice, Quot.sound]
#print axioms DeorbitalizedDimerGap.deorbitalizedEnergy_eq
-- 'DeorbitalizedDimerGap.deorbitalizedEnergy_eq' depends on axioms: [propext, Classical.choice, Quot.sound]
#print axioms DeorbitalizedDimerGap.deorbitalized_variation_zero
-- 'DeorbitalizedDimerGap.deorbitalized_variation_zero' depends on axioms: [propext, Classical.choice, Quot.sound]
#print axioms DeorbitalizedDimerGap.same_density_gaps_ne
-- 'DeorbitalizedDimerGap.same_density_gaps_ne' depends on axioms: [propext, Classical.choice, Quot.sound]
```

## The two Hamiltonians

The λ term is λ times a lattice version of a kinetic-energy density, the squared difference of the orbital between neighbouring sites divided by two. The orbital energy is

E[c] = −2t c₀c₁ + λ(c₀ − c₁)²/2.

Expanding the square gives E[c] = c·Hc, where H has diagonal entries λ/2 and off-diagonal entries −(t + λ/2). This is `orbitalH`. For a displacement sd,

E[c + sd] = E[c] + 2s d·Hc + s²E[d],

so the derivative at s = 0 is 2 d·Hc, as `orbitalEnergy_variation` states. Making E[c] stationary at fixed norm then gives the eigenvalue equation of H.

Deorbitalization replaces the dependence on orbitals by a dependence on the density. For meta-GGA functionals with many occupied orbitals this is in practice an approximation. With a single orbital of nonnegative amplitudes, as here, the term can be written exactly through the densities n₀ and n₁:

λ(√n₀ − √n₁)²/2.

For nonnegative amplitudes this equals the orbital term (`deorbitalizedEnergy_eq`). Its variation now acts as a site potential. At a uniform density n > 0, a density change η gives

λ(√n − √n)(η₀ − η₁)/(2√n) = 0,

which is `deorbitalized_variation_zero`. The deorbitalized term therefore contributes no potential there, and the hopping matrix is left unchanged. More generally, `siteH` adds an arbitrary site potential v to the hopping.

## What is assumed and what follows

`IsGroundState H E c` says that c is normalized, that Hc = Ec, and that E(d·d) ≤ d·Hd for every real vector d. `IsGap H g` says that the characteristic determinant factors as (x − e₀)(x − e₁) with e₀ ≤ e₁ and g = e₁ − e₀, so a double level has gap zero.

The theorem `same_density_gaps` takes t > 0, λ > −2t, a ground state c of the orbital-dependent Hamiltonian and a ground state d of hopping plus some potential v, with equal densities on each site. It concludes that v₀ = v₁, that d = c or d = −c, and that the gaps are exactly 2t + λ and 2t. If also λ ≠ 0, the gaps differ (`same_density_gaps_ne`).

The condition λ > −2t keeps the effective hopping t + λ/2 positive, so that the orbital without a node is lowest. For the gaps to differ, λ ≠ 0 alone is not enough: at λ = −4t the orbital-dependent ground state is antisymmetric, its densities are still uniform, and both gaps equal 2t.

In this one-orbital, two-site model, a gap difference between the orbital-dependent and deorbitalized forms arises without any difference in density. Meta-GGA functionals such as SCAN also depend on the orbitals through a kinetic-energy density, but the model gives no numbers for them: it has a fixed λ and contains neither the SCAN functional itself nor a periodic solid, and its gap is a difference of one-electron levels, not of total energies.

## Equal densities force a constant potential

The secular equations of `siteH` are

v₀c₀ − tc₁ = Ec₀

−tc₀ + v₁c₁ = Ec₁.

Multiply the first by c₁, the second by c₀, and subtract:

(v₀ − v₁)c₀c₁ = t(c₁² − c₀²).

In `equal_density_iff` this is the step `linear_combination c 1 * h0 - c 0 * h1`. If the densities are equal, normalization makes each of them 1/2, so c₀c₁ ≠ 0 and v₀ = v₁. The proof excludes a zero amplitude with `nlinarith`. Conversely, v₀ = v₁ makes the left side vanish, and t > 0 gives equal densities.

Equal densities leave two possibilities, c₁ = c₀ and c₁ = −c₀. In the second case the first secular equation gives E = v₀ + t. The normalized trial vector (1, 1)/√2 has energy v₀ − t, which is lower, so the antisymmetric orbital is not the ground state. `ground_uniform` runs this comparison with the unnormalized vector (1, 1).

## The two gaps

For equal on-site energies a and hopping −b with b ≥ 0,

det(x − H) = (x − a)² − b² = (x − a + b)(x − a − b),

so the levels are a − b and a + b, and the gap is 2b (`gap_equal_sites`). That no other number qualifies is `gap_unique`: comparing two factorizations at x = 0 and x = 1 fixes the product and the sum of the levels, hence the square of their difference, and the ordering fixes its sign.

The orbital-dependent Hamiltonian has a = λ/2 and b = t + λ/2, hence levels −t and t + λ. `same_density_gaps` first applies `ground_uniform` to it, which gives c₀ = c₁. The equal densities then make v constant, so `siteH` has levels v₀ − t and v₀ + t. Both orbitals are uniform with the same densities, which leaves only an overall sign between them.

Such pairs exist. `same_density_witness` shows that the orbital with both amplitudes √2/2 is a ground state of both Hamiltonians, for any constant potential w. The lower bound comes from the identity

d·Hd = (a − b) d·d + b(d₀ − d₁)²,

whose last term is nonnegative.

## Numbers for t = 1 and λ = 1/2

The orbital-dependent Hamiltonian has diagonal entries 1/4 and off-diagonal entries −5/4. Acting on (1, 1)/√2 it gives the level −1, and on (1, −1)/√2 the level 3/2, so the gap is 5/2. Hopping alone has levels −1 and 1 and gap 2, with the same ground-state densities 1/2 and 1/2.

A non-constant potential can reach the gap 5/2, but it changes the density. With v = (0, 3/2) the levels are −1/2 and 2, and the ground state (2, 1)/√5 has densities 4/5 and 1/5.
